# A lower bound on the Coulomb energy of finitely many point charges from Ewald splitting

Two charges \(q_0,q_1\) a distance \(d>0\) apart have Coulomb energy \(q_0q_1/d\), in units where \(1/(4\pi\varepsilon_0)=1\). Ewald splitting divides this energy into a short-range part and a smooth part built from Gaussians. If the smooth part is discarded, how wrong can the energy be, and in which direction?

For an inverse width \(s\), put \(x=e^{-s^2d^2}\), so that \(0<x\le 1\). Then

\[
q_0^2+q_1^2+2q_0q_1x=(1-x)(q_0^2+q_1^2)+x(q_0+q_1)^2\ \ge 0 .
\]

Integrating over \(s\) from \(0\) to \(\alpha\ge 0\) gives

\[
2q_0q_1\int_0^\alpha e^{-s^2d^2}\,ds\ \ge\ -\alpha\,(q_0^2+q_1^2).
\]

However strongly the charges attract, the Gaussian part of their interaction is bounded below by a number that depends only on \(\alpha\) and the charges. The parts below extend this to \(N\) charges.

## Charges, positions and energies

The charges are `q : Fin N → ℝ`, numbered from \(0\) to \(N-1\). The positions are `r : Fin N → E`, so `r` is a position and not a distance; write \(r_{ij}=\|r_i-r_j\|\). Until part (d), the space `E` needs only a norm.

```lean
import Mathlib

open scoped Real

namespace EwaldLowerBound

noncomputable section

variable {E : Type*} [NormedAddCommGroup E] {N : ℕ}
```

The complementary error function is the Gaussian tail \(\operatorname{erfc}(x)=\frac{2}{\sqrt\pi}\int_x^\infty e^{-t^2}dt\).

```lean
/-- The complementary error function, as a Gaussian tail integral. -/
def erfc (x : ℝ) : ℝ := 2 / √π * ∫ t in Set.Ioi x, Real.exp (-t ^ 2)
```

The Coulomb energy is \(U=\sum_{i<j}q_iq_j/r_{ij}\), with each pair counted once.

```lean
/-- The Coulomb energy of charges `q` at distinct positions `r`, each pair counted once. -/
def coulombEnergy (q : Fin N → ℝ) (r : Fin N → E) : ℝ :=
  ∑ i, ∑ j with i < j, q i * q j / ‖r i - r j‖
```

The real-space energy is \(U_{\rm real}=\sum_{i<j}q_iq_j\operatorname{erfc}(\alpha r_{ij})/r_{ij}\), where \(\alpha\) is the splitting parameter, an inverse length.

```lean
/-- The real-space Ewald energy of charges at distinct positions: each Coulomb pair term is
multiplied by `erfc` of `α` times the pair distance. -/
def realSpaceEnergy (α : ℝ) (q : Fin N → ℝ) (r : Fin N → E) : ℝ :=
  ∑ i, ∑ j with i < j, q i * q j * erfc (α * ‖r i - r j‖) / ‖r i - r j‖
```

The self term is \(U_{\rm self}=\frac{\alpha}{\sqrt\pi}\sum_i q_i^2\). It is defined without the minus sign that some texts include.

```lean
/-- The Ewald self term `(α / √π) ∑ qᵢ²`. -/
def selfEnergy (α : ℝ) (q : Fin N → ℝ) : ℝ := α / √π * ∑ i, q i ^ 2
```

The Gaussian form \(G(s)=\sum_{i,j}q_iq_je^{-s^2r_{ij}^2}\) runs over all ordered pairs, including \(i=j\).

```lean
/-- The Gaussian interaction summed over all ordered pairs, diagonal included. -/
def gaussianForm (s : ℝ) (q : Fin N → ℝ) (r : Fin N → E) : ℝ :=
  ∑ i, ∑ j, q i * q j * Real.exp (-(s ^ 2 * ‖r i - r j‖ ^ 2))
```

## (a) The screened potential and its Gaussian remainder

**Task.** For \(\alpha\ge0\) and \(d>0\), show that

\[
\frac{\operatorname{erfc}(\alpha d)}{d}=\frac1d-\frac{2}{\sqrt\pi}\int_0^\alpha e^{-s^2d^2}\,ds .
\]

**Solution.** The integral of \(e^{-t^2}\) over the half line is \(\sqrt\pi/2\). Cutting the half line at \(\alpha d\) gives

\[
\operatorname{erfc}(\alpha d)=1-\frac{2}{\sqrt\pi}\int_0^{\alpha d}e^{-t^2}\,dt .
\]

Substitute \(t=sd\), \(dt=d\,ds\):

\[
\int_0^{\alpha d}e^{-t^2}\,dt=d\int_0^\alpha e^{-s^2d^2}\,ds .
\]

Dividing by \(d\) gives the claim.

In the Lean proof, `hfull` is the half-line integral, `hsplit` the cut and `hsub` the substitution.

```lean
/-- For `α ≥ 0` and `d > 0`, the screened potential is the Coulomb potential minus a
superposition of Gaussians of inverse width `s` between `0` and `α`. -/
theorem erfc_div_eq {α d : ℝ} (hα : 0 ≤ α) (hd : 0 < d) :
    erfc (α * d) / d =
      1 / d - 2 / √π * ∫ s in (0 : ℝ)..α, Real.exp (-(s ^ 2 * d ^ 2)) := by
  have h0 : 0 ≤ α * d := by positivity
  have hint : MeasureTheory.Integrable (fun t : ℝ => Real.exp (-t ^ 2)) := by
    simpa using integrable_exp_neg_mul_sq (b := 1) one_pos
  have hfull : ∫ t in Set.Ioi (0 : ℝ), Real.exp (-t ^ 2) = √π / 2 := by
    simpa using integral_gaussian_Ioi 1
  have hdisj : Disjoint (Set.Ioc 0 (α * d)) (Set.Ioi (α * d)) :=
    Set.disjoint_left.mpr fun x hx hx' => not_lt_of_ge hx.2 hx'
  -- cut the half line at `α d`
  have hsplit : ∫ t in Set.Ioi (0 : ℝ), Real.exp (-t ^ 2) =
      (∫ t in (0 : ℝ)..(α * d), Real.exp (-t ^ 2)) +
        ∫ t in Set.Ioi (α * d), Real.exp (-t ^ 2) := by
    rw [intervalIntegral.integral_of_le h0, ← MeasureTheory.setIntegral_union hdisj
      measurableSet_Ioi hint.integrableOn hint.integrableOn, Set.Ioc_union_Ioi_eq_Ioi h0]
  -- substitute `t = s d`
  have hsub := intervalIntegral.integral_comp_mul_right (a := 0) (b := α)
    (fun t : ℝ => Real.exp (-t ^ 2)) hd.ne'
  simp only [mul_pow, zero_mul, smul_eq_mul] at hsub
  have htail : ∫ t in Set.Ioi (α * d), Real.exp (-t ^ 2) =
      √π / 2 - ∫ t in (0 : ℝ)..(α * d), Real.exp (-t ^ 2) := by linarith
  have hpi : √π ≠ 0 := (Real.sqrt_pos.mpr Real.pi_pos).ne'
  have h1 : 2 / √π * (√π / 2) = 1 := by field_simp
  rw [erfc, htail, hsub]
  linear_combination (1 / d) * h1
```

## (b) From ordered pairs to unordered pairs

**Task.** For a real array with \(f_{ij}=f_{ji}\), show that

\[
\sum_{i,j}f_{ij}=\sum_i f_{ii}+2\sum_{i<j}f_{ij}.
\]

**Solution.** Each ordered pair satisfies exactly one of \(i=j\), \(i<j\), \(j<i\). In the third group, exchange the names of the indices and use symmetry:

\[
\sum_{j<i}f_{ij}=\sum_{i<j}f_{ji}=\sum_{i<j}f_{ij}.
\]

The second and third groups are therefore equal.

The three cases are `lt_trichotomy`, and the exchange of names is `hswap`.

```lean
/-- A symmetric double sum is its diagonal plus twice the sum over pairs. -/
theorem sum_eq_diag_add_pairs (f : Fin N → Fin N → ℝ) (hf : ∀ i j, f i j = f j i) :
    ∑ i, ∑ j, f i j = ∑ i, f i i + 2 * ∑ i, ∑ j with i < j, f i j := by
  have hsplit : ∀ i j, f i j = (if i = j then f i j else 0) +
      (if i < j then f i j else 0) + (if j < i then f j i else 0) := by
    intro i j
    rcases lt_trichotomy i j with h | h | h
    · simp [h, h.ne, not_lt_of_ge h.le]
    · subst h
      simp
    · simp [h, h.ne', not_lt_of_ge h.le, hf i j]
  have hswap : ∑ i, ∑ j, (if j < i then f j i else 0) =
      ∑ i, ∑ j, (if i < j then f i j else 0) := Finset.sum_comm
  calc ∑ i, ∑ j, f i j = ∑ i, ∑ j, ((if i = j then f i j else 0) +
      (if i < j then f i j else 0) + (if j < i then f j i else 0)) :=
        Finset.sum_congr rfl fun i _ => Finset.sum_congr rfl fun j _ => hsplit i j
    _ = _ := by
        simp only [Finset.sum_add_distrib, hswap, Finset.sum_filter, Finset.sum_ite_eq,
          Finset.mem_univ, if_true]
        ring
```

## (c) The exact splitting of the energy

**Task.** For distinct positions and \(\alpha\ge0\), show that

\[
U=U_{\rm real}-U_{\rm self}+\frac{1}{\sqrt\pi}\int_0^\alpha G(s)\,ds .
\]

**Solution.** Let \(J_{ij}=\int_0^\alpha e^{-s^2r_{ij}^2}ds\). Multiply the identity of (a), taken at \(d=r_{ij}\), by \(q_iq_j\) and sum over pairs:

\[
U-U_{\rm real}=\frac{2}{\sqrt\pi}\sum_{i<j}q_iq_jJ_{ij}.
\]

Integrate the finite sum \(G\) term by term and apply (b). Since \(r_{ii}=0\), the diagonal integral is \(J_{ii}=\alpha\), so

\[
\int_0^\alpha G(s)\,ds=\sum_{i,j}q_iq_jJ_{ij}=\alpha\sum_iq_i^2+2\sum_{i<j}q_iq_jJ_{ij}.
\]

Multiplying by \(1/\sqrt\pi\) turns the right side into \(U_{\rm self}+(U-U_{\rm real})\). Rearranging gives the splitting.

Distinctness of the positions is `Function.Injective r`, which makes every \(r_{ij}\) with \(i<j\) positive, as (a) requires. The steps `hI`, `hsum`, `hdiag` and `hpair` are the term-by-term integration, the use of (b), the diagonal and the pair difference. The final `linear_combination` does the rearrangement.

```lean
/-- Ewald splitting for distinct positions and `α ≥ 0`: the Coulomb energy is the real-space
energy, minus the self term, plus an integral of Gaussian interaction forms. -/
theorem ewald_splitting {α : ℝ} (hα : 0 ≤ α) (q : Fin N → ℝ) {r : Fin N → E}
    (hr : Function.Injective r) :
    coulombEnergy q r = realSpaceEnergy α q r - selfEnergy α q +
      1 / √π * ∫ s in (0 : ℝ)..α, gaussianForm s q r := by
  let J : Fin N → Fin N → ℝ := fun i j =>
    ∫ s in (0 : ℝ)..α, Real.exp (-(s ^ 2 * ‖r i - r j‖ ^ 2))
  have hI : ∫ s in (0 : ℝ)..α, gaussianForm s q r = ∑ i, ∑ j, q i * q j * J i j := by
    simp only [gaussianForm]
    rw [intervalIntegral.integral_finsetSum]
    · refine Finset.sum_congr rfl fun i _ => ?_
      rw [intervalIntegral.integral_finsetSum]
      · exact Finset.sum_congr rfl fun j _ => intervalIntegral.integral_const_mul _ _
      · intro j _
        exact Continuous.intervalIntegrable (by fun_prop) _ _
    · intro i _
      exact Continuous.intervalIntegrable
        (continuous_finsetSum _ fun j _ => by fun_prop) _ _
  have hsum : ∑ i, ∑ j, q i * q j * J i j =
      ∑ i, q i * q i * J i i + 2 * ∑ i, ∑ j with i < j, q i * q j * J i j :=
    sum_eq_diag_add_pairs (fun i j => q i * q j * J i j) fun i j => by
      simp only [J, norm_sub_rev (r i) (r j)]
      ring
  -- the diagonal is the self term
  have hdiag : ∑ i, q i * q i * J i i = α * ∑ i, q i ^ 2 := by
    rw [Finset.mul_sum]
    refine Finset.sum_congr rfl fun i _ => ?_
    have h : J i i = α := by simp [J]
    rw [h]
    ring
  have hpair : coulombEnergy q r - realSpaceEnergy α q r =
      2 / √π * ∑ i, ∑ j with i < j, q i * q j * J i j := by
    unfold coulombEnergy realSpaceEnergy
    rw [← Finset.sum_sub_distrib, Finset.mul_sum]
    refine Finset.sum_congr rfl fun i _ => ?_
    rw [← Finset.sum_sub_distrib, Finset.mul_sum]
    refine Finset.sum_congr rfl fun j hj => ?_
    have hij : i < j := (Finset.mem_filter.mp hj).2
    have hd : 0 < ‖r i - r j‖ := norm_pos_iff.mpr (sub_ne_zero.mpr (hr.ne hij.ne))
    have h : erfc (α * ‖r i - r j‖) / ‖r i - r j‖ =
        1 / ‖r i - r j‖ - 2 / √π * J i j := erfc_div_eq hα hd
    linear_combination (-(q i * q j)) * h
  unfold selfEnergy
  linear_combination hpair - (1 / √π) * (hI + hsum + hdiag)
```

## (d) Powers of inner products as quadratic forms

From here on, `E` is a real inner-product space of any dimension, finite or infinite. Ordinary Euclidean space is the physical case.

**Task.** For real weights \(a_i\) and every integer \(n\ge0\), show that

\[
\sum_{i,j}a_ia_j\langle r_i,r_j\rangle^n\ge0 .
\]

**Solution.** The positions span a finite-dimensional subspace. In an orthonormal basis \(b_k\) of it, let \(c_{ik}=\langle r_i,b_k\rangle\), so that \(\langle r_i,r_j\rangle=\sum_kc_{ik}c_{jk}\).

Proceed by induction on \(n\). For \(n=0\) the sum is \((\sum_ia_i)^2\). For the step, expand one factor in coordinates:

\[
\sum_{i,j}a_ia_j\langle r_i,r_j\rangle^{n+1}
=\sum_k\sum_{i,j}(a_ic_{ik})(a_jc_{jk})\langle r_i,r_j\rangle^{n}.
\]

For each \(k\) the inner double sum is the case \(n\) with weights \(a_ic_{ik}\), hence nonnegative.

Because the weights change at each step, the induction is carried out for all weights at once; this is `generalizing a`.

```lean
variable [InnerProductSpace ℝ E]

/-- Every power of the inner products of finitely many positions gives a nonnegative
quadratic form in the weights `a`. -/
theorem inner_pow_form_nonneg (r : Fin N → E) (n : ℕ) (a : Fin N → ℝ) :
    0 ≤ ∑ i, ∑ j, a i * a j * (inner ℝ (r i) (r j)) ^ n := by
  -- coordinates in the span of the positions
  obtain ⟨m, c, hc⟩ : ∃ (m : ℕ) (c : Fin N → Fin m → ℝ),
      ∀ i j, inner ℝ (r i) (r j) = ∑ k, c i k * c j k := by
    let S := Submodule.span ℝ (Set.range r)
    have : FiniteDimensional ℝ S := FiniteDimensional.span_of_finite ℝ (Set.finite_range r)
    let b := stdOrthonormalBasis ℝ S
    let v : Fin N → S := fun i => ⟨r i, Submodule.subset_span ⟨i, rfl⟩⟩
    refine ⟨Module.finrank ℝ S, fun i k => inner ℝ (v i) (b k), fun i j => ?_⟩
    calc inner ℝ (r i) (r j) = inner ℝ (v i) (v j) := rfl
      _ = ∑ k, inner ℝ (v i) (b k) * inner ℝ (b k) (v j) :=
          (b.sum_inner_mul_inner (v i) (v j)).symm
      _ = _ := Finset.sum_congr rfl fun k _ => by rw [real_inner_comm (v j) (b k)]
  induction n generalizing a with
  | zero =>
    simp only [pow_zero, mul_one]
    rw [← Finset.sum_mul_sum]
    exact mul_self_nonneg _
  | succ n ih =>
    -- absorb one factor of the inner product into the weights
    have h : ∑ k, ∑ i, ∑ j, (a i * c i k) * (a j * c j k) * (inner ℝ (r i) (r j)) ^ n =
        ∑ i, ∑ j, a i * a j * (inner ℝ (r i) (r j)) ^ (n + 1) := by
      rw [Finset.sum_comm]
      refine Finset.sum_congr rfl fun i _ => ?_
      rw [Finset.sum_comm]
      refine Finset.sum_congr rfl fun j _ => ?_
      calc _ = a i * a j * (inner ℝ (r i) (r j)) ^ n * ∑ k, c i k * c j k := by
            rw [Finset.mul_sum]
            exact Finset.sum_congr rfl fun k _ => by ring
        _ = _ := by rw [← hc i j]; ring
    rw [← h]
    exact Finset.sum_nonneg fun k _ => ih fun i => a i * c i k
```

## (e) The sign of the Gaussian form

**Task.** For every real \(s\), all real charges and all positions, show that

\[
G(s)\ge0 .
\]

**Solution.** Expand the squared distance:

\[
-s^2r_{ij}^2=-s^2\|r_i\|^2-s^2\|r_j\|^2+2s^2\langle r_i,r_j\rangle .
\]

With \(w_i=q_ie^{-s^2\|r_i\|^2}\), the exponential series gives

\[
G(s)=\sum_{i,j}w_iw_je^{2s^2\langle r_i,r_j\rangle}
=\sum_{n=0}^\infty\frac{(2s^2)^n}{n!}\sum_{i,j}w_iw_j\langle r_i,r_j\rangle^n .
\]

The finite double sum may be taken inside the convergent series. Each coefficient is nonnegative, and so is each double sum by (d).

In Lean, `hG` is the factorisation and `hS` the series; `tsum_nonneg` then reduces the claim to single terms.

```lean
/-- In a real inner-product space, the Gaussian interaction form is nonnegative for all real
charges. -/
theorem gaussianForm_nonneg (s : ℝ) (q : Fin N → ℝ) (r : Fin N → E) :
    0 ≤ gaussianForm s q r := by
  have hexp : ∀ x : ℝ, HasSum (fun n : ℕ => x ^ n / (n.factorial : ℝ)) (Real.exp x) := by
    intro x
    rw [Real.exp_eq_exp_ℝ, NormedSpace.exp_eq_tsum_div]
    exact (Real.summable_pow_div_factorial x).hasSum
  let w : Fin N → ℝ := fun i => q i * Real.exp (-(s ^ 2 * ‖r i‖ ^ 2))
  -- factor the Gaussian, leaving the exponential of an inner product
  have hG : gaussianForm s q r =
      ∑ i, ∑ j, w i * w j * Real.exp (2 * s ^ 2 * inner ℝ (r i) (r j)) := by
    refine Finset.sum_congr rfl fun i _ => Finset.sum_congr rfl fun j _ => ?_
    have h : Real.exp (-(s ^ 2 * ‖r i - r j‖ ^ 2)) = Real.exp (-(s ^ 2 * ‖r i‖ ^ 2)) *
        Real.exp (-(s ^ 2 * ‖r j‖ ^ 2)) * Real.exp (2 * s ^ 2 * inner ℝ (r i) (r j)) := by
      rw [← Real.exp_add, ← Real.exp_add, norm_sub_sq_real]
      congr 1
      ring
    rw [h]
    ring
  -- expand that exponential in powers of the inner product
  have hS : HasSum (fun n : ℕ => ∑ i, ∑ j, w i * w j *
      ((2 * s ^ 2 * inner ℝ (r i) (r j)) ^ n / (n.factorial : ℝ))) (gaussianForm s q r) := by
    rw [hG]
    exact hasSum_sum fun i _ => hasSum_sum fun j _ => (hexp _).mul_left _
  rw [← hS.tsum_eq]
  refine tsum_nonneg fun n => ?_
  have h : ∑ i, ∑ j, w i * w j * ((2 * s ^ 2 * inner ℝ (r i) (r j)) ^ n / (n.factorial : ℝ)) =
      (2 * s ^ 2) ^ n / (n.factorial : ℝ) *
        ∑ i, ∑ j, w i * w j * (inner ℝ (r i) (r j)) ^ n := by
    simp only [Finset.mul_sum]
    refine Finset.sum_congr rfl fun i _ => Finset.sum_congr rfl fun j _ => ?_
    rw [mul_pow]
    ring
  rw [h]
  exact mul_nonneg (by positivity) (inner_pow_form_nonneg r n w)
```

## (f) The lower bound

**Task.** For real charges at distinct points and \(\alpha\ge0\), show that

\[
\sum_{i<j}\frac{q_iq_j}{r_{ij}}\ \ge\ \sum_{i<j}\frac{q_iq_j\operatorname{erfc}(\alpha r_{ij})}{r_{ij}}-\frac{\alpha}{\sqrt\pi}\sum_iq_i^2 .
\]

**Solution.** By (e), the integrand in (c) is nonnegative. Since \(\alpha\ge0\), the integral from \(0\) to \(\alpha\) is nonnegative too, and removing it from the splitting can only lower the right side.

Neutrality is not assumed. For a single charge both pair sums are empty, and the statement reads \(0\ge-\alpha q_0^2/\sqrt\pi\).

For a finite, non-periodic cluster of classical point charges, this answers one half of the opening question: discarding the smooth part can raise the energy by at most \(U_{\rm self}\). Equivalently, an Ewald energy that keeps only the real-space and self terms never lies above the Coulomb energy. How far below it can lie is not bounded here. A periodic simulation cell is not covered: its sum over images is infinite, diverges when the cell carries a net charge, and can depend on the order of summation when the cell is neutral.

```lean
/-- Ewald lower bound: for real charges at distinct positions in a real inner-product space and
`α ≥ 0`, the Coulomb energy is at least the real-space energy minus the self term. -/
theorem ewald_lower_bound {α : ℝ} (hα : 0 ≤ α) (q : Fin N → ℝ) {r : Fin N → E}
    (hr : Function.Injective r) :
    realSpaceEnergy α q r - selfEnergy α q ≤ coulombEnergy q r := by
  have h : 0 ≤ 1 / √π * ∫ s in (0 : ℝ)..α, gaussianForm s q r :=
    mul_nonneg (by positivity)
      (intervalIntegral.integral_nonneg hα fun s _ => gaussianForm_nonneg s q r)
  linarith [ewald_splitting hα q hr]

end

end EwaldLowerBound
```

```lean
#print axioms EwaldLowerBound.ewald_lower_bound
```

```
'EwaldLowerBound.ewald_lower_bound' depends on axioms: [propext, Classical.choice, Quot.sound]
```

## Four charges in a plane with the maximum norm

The bound can fail if `E` has a norm that does not come from an inner product, as a short pencil calculation shows. Measure distance in the plane by \(\|(x,y)\|=\max(|x|,|y|)\). Put charges \(+1\) at \((\pm1,0)\) and \(-1\) at \((0,\pm1)\). The two like pairs are at distance \(2\) and the four unlike pairs at distance \(1\), so with \(u=e^{-s^2}\)

\[
G(s)=4+4u^4-8u .
\]

This is negative for \(0<s\le\tfrac12\). The splitting in (c) holds for any norm, so at \(\alpha=\tfrac12\) the Coulomb energy lies strictly below \(U_{\rm real}-U_{\rm self}\). The inequality is therefore not true in every normed space.
